# Third central moments and fourth cumulants add for non-interacting fragments in a product state

For two non-interacting fragments in a product of unit vectors, the third central moment of the total energy is the sum of the fragment values, and so is the fourth cumulant. The fourth central moment generally contains an extra term, which the cumulant removes. For finite-dimensional fragments without coupling, an energy correction that is a linear combination of the third central moment and the fourth cumulant, with the same fixed coefficients for the fragments and the composite, is therefore additive in such a state, as size consistency requires.

### Fragments and expectation values

Let $H$ and $K$ be complex square matrices indexed by finite sets `m` and `n`, with vectors $u$ and $v$.

```lean
import Mathlib

open Matrix
open scoped Kronecker ComplexOrder

namespace SizeConsistentCumulants

noncomputable section

variable {m n : Type*} [Fintype m] [Fintype n]
```

Write $\langle A\rangle_u=u^\dagger Au=\sum_{i,j}\bar u_iA_{ij}u_j$, which is `expect A u`. This is the mean when $u$ is a unit vector; for any other non-zero $u$, the mean is $u^\dagger Au/u^\dagger u$.

```lean
/-- The expectation value `⟨u, A u⟩` of a matrix `A` in the vector `u`. -/
def expect (A : Matrix m m ℂ) (u : m → ℂ) : ℂ := star u ⬝ᵥ (A *ᵥ u)
```

The same quantity is linear in $A$, and `expectLin` records this.

```lean
/-- The expectation value in a fixed vector, as a linear functional of the observable. -/
def expectLin (u : m → ℂ) : Matrix m m ℂ →ₗ[ℂ] ℂ where
  toFun A := expect A u
  map_add' A B := by simp [expect, Matrix.add_mulVec, dotProduct_add]
  map_smul' c A := by
    simp only [expect, dotProduct, Matrix.mulVec, Matrix.smul_apply, smul_eq_mul,
      Finset.mul_sum, RingHom.id_apply]
    refine Finset.sum_congr rfl fun i _ => Finset.sum_congr rfl fun j _ => ?_
    ring
```

The product state has components $(u\otimes v)_{(i,j)}=u_iv_j$. There is no antisymmetrisation between the fragments.

```lean
/-- The product state `u ⊗ v` of two fragments. -/
def prodState (u : m → ℂ) (v : n → ℂ) : m × n → ℂ := fun p => u p.1 * v p.2
```

### (a) Expectation values of a tensor product

Show that the expectation value of $A\otimes B$ factorises:
$$\langle A\otimes B\rangle_{u\otimes v}=\langle A\rangle_u\langle B\rangle_v.$$

Acting on the product state gives
$$[(A\otimes B)(u\otimes v)]_{(i,j)}=\sum_{a,b}A_{ia}B_{jb}u_av_b=(Au)_i(Bv)_j.$$
The inner product with $u\otimes v$ is $\sum_{i,j}\bar u_i\bar v_j(Au)_i(Bv)_j$, a product of two single sums. In Lean, `h` is the first step, and the remaining lines factor the double sum.

```lean
/-- Expectation values of `A ⊗ B` factorise in a product state. -/
theorem expect_kronecker (A : Matrix m m ℂ) (B : Matrix n n ℂ) (u : m → ℂ) (v : n → ℂ) :
    expect (A ⊗ₖ B) (prodState u v) = expect A u * expect B v := by
  have h : (A ⊗ₖ B) *ᵥ prodState u v = prodState (A *ᵥ u) (B *ᵥ v) := by
    ext ⟨i, j⟩
    simp only [Matrix.mulVec, dotProduct, prodState, Matrix.kroneckerMap_apply,
      Fintype.sum_prod_type, Finset.sum_mul_sum]
    refine Finset.sum_congr rfl fun a _ => Finset.sum_congr rfl fun b _ => ?_
    ring
  unfold expect
  rw [h]
  simp only [dotProduct, prodState, Pi.star_apply, star_mul', Fintype.sum_prod_type,
    Finset.sum_mul_sum]
  refine Finset.sum_congr rfl fun a _ => Finset.sum_congr rfl fun b _ => ?_
  ring
```

### (b) Complex conjugation

Show that conjugating an expectation value replaces the matrix by its adjoint:
$$\overline{\langle A\rangle_u}=\langle A^\dagger\rangle_u.$$

Conjugate each factor and reorder:
$$\sum_{i,j}u_i\bar A_{ij}\bar u_j=\sum_{j,i}\bar u_j(A^\dagger)_{ji}u_i.$$
The exchange of sums is `Finset.sum_comm`.

```lean
/-- The adjoint observable has the complex conjugate expectation value. -/
theorem star_expect (A : Matrix m m ℂ) (u : m → ℂ) : star (expect A u) = expect Aᴴ u := by
  simp only [expect, dotProduct, Matrix.mulVec, Finset.mul_sum, star_sum, star_mul',
    Pi.star_apply, star_star, Matrix.conjTranspose_apply]
  rw [Finset.sum_comm]
  refine Finset.sum_congr rfl fun i _ => Finset.sum_congr rfl fun j _ => ?_
  ring
```

### Moments, cumulant and total Hamiltonian

The $k$-th central moment is $\mu_k(A)=\langle(A-\langle A\rangle_u1)^k\rangle_u$. For Hermitian $A$ and unit $u$, $\mu_2$ is the variance.

```lean
variable [DecidableEq m] [DecidableEq n]

/-- The `k`-th central moment `⟨(A - ⟨A⟩)^k⟩` of `A` in the vector `u`. -/
def centralMoment (k : ℕ) (A : Matrix m m ℂ) (u : m → ℂ) : ℂ :=
  expect ((A - expect A u • (1 : Matrix m m ℂ)) ^ k) u
```

The fourth cumulant is $\kappa_4=\mu_4-3\mu_2^2$.

```lean
/-- The fourth cumulant, `μ₄ - 3 μ₂²` in terms of central moments. -/
def fourthCumulant (A : Matrix m m ℂ) (u : m → ℂ) : ℂ :=
  centralMoment 4 A u - 3 * centralMoment 2 A u ^ 2
```

The total Hamiltonian is $T=H\otimes1+1\otimes K$. The absence of a coupling term is what "non-interacting" means here.

```lean
/-- The Hamiltonian `H ⊗ 1 + 1 ⊗ K` of two non-interacting fragments. -/
def total (H : Matrix m m ℂ) (K : Matrix n n ℂ) : Matrix (m × n) (m × n) ℂ :=
  H ⊗ₖ (1 : Matrix n n ℂ) + (1 : Matrix m m ℂ) ⊗ₖ K
```

Below, moments of $H$, $K$ and $T$ are taken in $u$, $v$ and $u\otimes v$. The hypotheses `hu` and `hv` say that $u$ and $v$ are unit vectors. Parts (c) to (f) hold for all matrices, Hermitian or not.

### (c) The two lowest moments

For a unit vector $u$, find the zeroth and first central moments:
$$\mu_0(A)=1,\qquad\mu_1(A)=0.$$

Normalisation gives $\mu_0(A)=\langle1\rangle_u=u^\dagger u=1$. By linearity, $\mu_1(A)=\langle A\rangle_u-\langle A\rangle_u\langle1\rangle_u=0$. These steps are `h1` for the norm and `h2`, `h3` for linearity.

```lean
/-- In a unit vector the zeroth central moment is one and the first is zero. -/
theorem centralMoment_zero_one (A : Matrix m m ℂ) {u : m → ℂ} (hu : star u ⬝ᵥ u = 1) :
    centralMoment 0 A u = 1 ∧ centralMoment 1 A u = 0 := by
  have h1 : expect (1 : Matrix m m ℂ) u = 1 := by simp [expect, hu]
  have h2 : expect (expect A u • (1 : Matrix m m ℂ)) u = expect A u • expect 1 u :=
    map_smul (expectLin u) _ _
  have h3 : expect (A - expect A u • (1 : Matrix m m ℂ)) u
      = expect A u - expect (expect A u • (1 : Matrix m m ℂ)) u :=
    map_sub (expectLin u) _ _
  constructor
  · rw [centralMoment, pow_zero, h1]
  · rw [centralMoment, pow_one, h3, h2, h1, smul_eq_mul, mul_one, sub_self]
```

### (d) Centring the total Hamiltonian

Set $D_H=H-\langle H\rangle_u1$ and $D_K=K-\langle K\rangle_v1$. For unit $u$ and $v$, express the centred total Hamiltonian through them:
$$T-\langle T\rangle_{u\otimes v}1=D_H\otimes1+1\otimes D_K.$$

By (a) and normalisation, $\langle T\rangle_{u\otimes v}=\langle H\rangle_u+\langle K\rangle_v$, which is `hE`. Since $1\otimes1=1$, expanding the right-hand side gives $T-(\langle H\rangle_u+\langle K\rangle_v)1$. Lean compares the two sides entry by entry.

```lean
/-- In a product of unit vectors, the centred total Hamiltonian is the sum of the centred
fragment Hamiltonians. -/
theorem centered_total (H : Matrix m m ℂ) (K : Matrix n n ℂ) {u : m → ℂ} {v : n → ℂ}
    (hu : star u ⬝ᵥ u = 1) (hv : star v ⬝ᵥ v = 1) :
    total H K - expect (total H K) (prodState u v) • (1 : Matrix (m × n) (m × n) ℂ)
      = total (H - expect H u • (1 : Matrix m m ℂ)) (K - expect K v • (1 : Matrix n n ℂ)) := by
  have hu1 : expect (1 : Matrix m m ℂ) u = 1 := by simp [expect, hu]
  have hv1 : expect (1 : Matrix n n ℂ) v = 1 := by simp [expect, hv]
  -- the mean energy is additive
  have hE : expect (total H K) (prodState u v) = expect H u + expect K v := by
    have h : expect (total H K) (prodState u v)
        = expect (H ⊗ₖ (1 : Matrix n n ℂ)) (prodState u v)
          + expect ((1 : Matrix m m ℂ) ⊗ₖ K) (prodState u v) :=
      map_add (expectLin (prodState u v)) _ _
    rw [h, expect_kronecker, expect_kronecker, hu1, hv1, mul_one, one_mul]
  rw [hE]
  ext ⟨i, j⟩ ⟨i', j'⟩
  have h := congrFun (congrFun
    (Matrix.one_kronecker_one (α := ℂ) (m := m) (n := n)) (i, j)) (i', j')
  simp only [Matrix.kroneckerMap_apply] at h
  simp only [total, Matrix.add_apply, Matrix.sub_apply, Matrix.smul_apply,
    Matrix.kroneckerMap_apply, smul_eq_mul]
  linear_combination (expect H u + expect K v) * h
```

### (e) All moments of the composite

For unit $u$ and $v$, derive the binomial formula
$$\mu_k(T)=\sum_{j=0}^{k}\binom kj\mu_j(H)\,\mu_{k-j}(K).$$

Let $X=D_H\otimes1$ and $Y=1\otimes D_K$. Then $XY=D_H\otimes D_K=YX$, so the binomial theorem applies:
$$(X+Y)^k=\sum_{j=0}^{k}\binom kjX^jY^{k-j},\qquad X^jY^{k-j}=D_H^j\otimes D_K^{k-j}.$$
Taking expectation values with (a) gives the formula. In Lean, `hc` is the commutation, `add_pow` the binomial theorem, and `kp` the power of a tensor product.

```lean
/-- Central moments of two non-interacting fragments in a product state combine by the
binomial formula. -/
theorem centralMoment_total (H : Matrix m m ℂ) (K : Matrix n n ℂ) {u : m → ℂ} {v : n → ℂ}
    (hu : star u ⬝ᵥ u = 1) (hv : star v ⬝ᵥ v = 1) (k : ℕ) :
    centralMoment k (total H K) (prodState u v) = ∑ j ∈ Finset.range (k + 1),
      (k.choose j : ℂ) * centralMoment j H u * centralMoment (k - j) K v := by
  have kp (A : Matrix m m ℂ) (B : Matrix n n ℂ) (l : ℕ) :
      (A ⊗ₖ B) ^ l = (A ^ l) ⊗ₖ (B ^ l) := by
    induction l with
    | zero => simp
    | succ l ih => rw [pow_succ, ih, ← Matrix.mul_kronecker_mul, ← pow_succ, ← pow_succ]
  -- operators on different fragments commute
  have hc (A : Matrix m m ℂ) (B : Matrix n n ℂ) :
      Commute (A ⊗ₖ (1 : Matrix n n ℂ)) ((1 : Matrix m m ℂ) ⊗ₖ B) := by
    rw [commute_iff_eq, ← Matrix.mul_kronecker_mul, ← Matrix.mul_kronecker_mul]
    simp only [mul_one, one_mul]
  unfold centralMoment
  rw [centered_total H K hu hv, total, (hc _ _).add_pow]
  refine (map_sum (expectLin (prodState u v)) _ _).trans ?_
  refine Finset.sum_congr rfl fun j _ => ?_
  rw [kp, kp, one_pow, one_pow, ← Matrix.mul_kronecker_mul, mul_one, one_mul,
    ← nsmul_eq_mul', map_nsmul]
  change _ • expect _ _ = _
  rw [expect_kronecker, nsmul_eq_mul, mul_assoc]
```

### (f) Third moment, fourth moment and fourth cumulant

For unit $u$ and $v$, show that
$$\begin{aligned}\mu_3(T)&=\mu_3(H)+\mu_3(K),\\ \mu_4(T)&=\mu_4(H)+\mu_4(K)+6\mu_2(H)\mu_2(K),\\ \kappa_4(T)&=\kappa_4(H)+\kappa_4(K).\end{aligned}$$

Written out, (e) gives
$$\begin{aligned}\mu_2(T)&=\mu_2(K)+2\mu_1(H)\mu_1(K)+\mu_2(H),\\ \mu_3(T)&=\mu_3(K)+3\mu_1(H)\mu_2(K)+3\mu_2(H)\mu_1(K)+\mu_3(H),\\ \mu_4(T)&=\mu_4(K)+4\mu_1(H)\mu_3(K)+6\mu_2(H)\mu_2(K)\\&\quad+4\mu_3(H)\mu_1(K)+\mu_4(H),\end{aligned}$$
where $\mu_0=1$ has been used. All terms with $\mu_1$ vanish by (c), which leaves the first two claims and $\mu_2(T)=\mu_2(H)+\mu_2(K)$. For the cumulant, subtract
$$3\mu_2(T)^2=3\mu_2(H)^2+6\mu_2(H)\mu_2(K)+3\mu_2(K)^2,$$
whose middle term cancels the cross term.

```lean
/-- For two non-interacting fragments in a product of unit vectors, the third central moment is
additive, the fourth acquires the cross term `6 μ₂(H) μ₂(K)`, and the fourth cumulant is additive.
-/
theorem third_fourth_moment_and_cumulant (H : Matrix m m ℂ) (K : Matrix n n ℂ)
    {u : m → ℂ} {v : n → ℂ} (hu : star u ⬝ᵥ u = 1) (hv : star v ⬝ᵥ v = 1) :
    centralMoment 3 (total H K) (prodState u v) = centralMoment 3 H u + centralMoment 3 K v ∧
    centralMoment 4 (total H K) (prodState u v) = centralMoment 4 H u + centralMoment 4 K v
      + 6 * centralMoment 2 H u * centralMoment 2 K v ∧
    fourthCumulant (total H K) (prodState u v) = fourthCumulant H u + fourthCumulant K v := by
  obtain ⟨a0, a1⟩ := centralMoment_zero_one H hu
  obtain ⟨b0, b1⟩ := centralMoment_zero_one K hv
  have h2 : centralMoment 2 (total H K) (prodState u v)
      = centralMoment 2 H u + centralMoment 2 K v := by
    rw [centralMoment_total H K hu hv]
    simp [Finset.sum_range_succ, Nat.choose, a0, a1, b0, b1]
    ring
  have h4 : centralMoment 4 (total H K) (prodState u v) = centralMoment 4 H u
      + centralMoment 4 K v + 6 * centralMoment 2 H u * centralMoment 2 K v := by
    rw [centralMoment_total H K hu hv]
    simp [Finset.sum_range_succ, Nat.choose, a0, a1, b0, b1]
    ring
  refine ⟨?_, h4, ?_⟩
  · rw [centralMoment_total H K hu hv]
    simp [Finset.sum_range_succ, Nat.choose, a0, a1, b0, b1]
    ring
  · -- the square of the additive second central moment cancels the cross term
    unfold fourthCumulant
    rw [h4, h2]
    ring
```

In NumPy, with fragment dimensions `p` and `q`, the composite is `np.kron(H, np.eye(q)) + np.kron(np.eye(p), K)` and its state is `np.kron(u, v)`. For Hermitian $H$ and unit $u$, the moments need only matrix-vector products: with $w=D_Hu$, they are $\mu_2=w^\dagger w$, $\mu_3=w^\dagger D_Hw$ and $\mu_4=\|D_Hw\|^2$.

### (g) The centred matrix is Hermitian

For Hermitian $H$ and any $u$, show that
$$D_H^\dagger=D_H.$$

By (b), $\langle H\rangle_u$ is real, so $D_H^\dagger=H^\dagger-\overline{\langle H\rangle_u}\,1=D_H$.

```lean
/-- Subtracting `⟨u, H u⟩` times the identity from a Hermitian matrix `H` leaves it Hermitian. -/
theorem centered_hermitian {H : Matrix m m ℂ} (hH : H.IsHermitian) (u : m → ℂ) :
    (H - expect H u • (1 : Matrix m m ℂ))ᴴ = H - expect H u • (1 : Matrix m m ℂ) := by
  rw [Matrix.conjTranspose_sub, Matrix.conjTranspose_smul, Matrix.conjTranspose_one,
    star_expect, hH.eq]
```

### (h) Real moments

For Hermitian $H$ and any $u$, show that every central moment is real:
$$\overline{\mu_k(H)}=\mu_k(H).$$

By (b) and (g), $\overline{\langle D_H^k\rangle_u}=\langle(D_H^\dagger)^k\rangle_u=\langle D_H^k\rangle_u$.

```lean
/-- All central moments of a Hermitian matrix are real. -/
theorem centralMoment_real {H : Matrix m m ℂ} (hH : H.IsHermitian) (u : m → ℂ) (k : ℕ) :
    star (centralMoment k H u) = centralMoment k H u := by
  unfold centralMoment
  rw [star_expect, Matrix.conjTranspose_pow, centered_hermitian hH]
```

### (i) Vanishing second central moment

For Hermitian $H$, determine when the second central moment vanishes:
$$\mu_2(H)=0\iff Hu=\langle H\rangle_uu.$$

Since $D_H$ is Hermitian, $\mu_2(H)=u^\dagger D_HD_Hu=\|D_Hu\|^2$, which is `hn`. It vanishes exactly when $D_Hu=0$. For a unit vector, this says that $u$ is an eigenvector, because $Hu=\lambda u$ forces $\langle H\rangle_u=\lambda$. An unnormalised $u$ must be normalised before the condition is read this way.

```lean
/-- The second central moment `centralMoment 2 H u` of a Hermitian matrix vanishes exactly when `H u
= ⟨u, H u⟩ u`. -/
theorem variance_eq_zero_iff {H : Matrix m m ℂ} (hH : H.IsHermitian) (u : m → ℂ) :
    centralMoment 2 H u = 0 ↔ H *ᵥ u = expect H u • u := by
  have hD := centered_hermitian hH u
  have hw : (H - expect H u • (1 : Matrix m m ℂ)) *ᵥ u = H *ᵥ u - expect H u • u := by
    rw [Matrix.sub_mulVec, Matrix.smul_mulVec, Matrix.one_mulVec]
  -- the second central moment is the squared norm of `(H - ⟨H⟩) u`
  have hn : centralMoment 2 H u
      = star (H *ᵥ u - expect H u • u) ⬝ᵥ (H *ᵥ u - expect H u • u) := by
    rw [← hw, Matrix.star_mulVec, hD, ← Matrix.dotProduct_mulVec, Matrix.mulVec_mulVec,
      ← pow_two]
    rfl
  rw [hn, dotProduct_star_self_eq_zero, sub_eq_zero]
```

### (j) When the fourth moment is additive

For Hermitian $H$, $K$ and unit $u$, $v$, show that
$$\mu_4(T)=\mu_4(H)+\mu_4(K)\iff Hu=\langle H\rangle_uu\ \text{ or }\ Kv=\langle K\rangle_vv.$$

By (f), additivity means $6\mu_2(H)\mu_2(K)=0$, so one of the variances is zero, and (i) turns this into the eigenvector condition. A numerical test of additivity can therefore tell the fourth central moment from the fourth cumulant only if neither fragment is in an eigenstate.

```lean
/-- For Hermitian fragments in a product of unit vectors, the fourth central moment is additive
exactly when at least one fragment is in an eigenvector of its Hamiltonian. -/
theorem fourth_moment_additive_iff {H : Matrix m m ℂ} {K : Matrix n n ℂ}
    (hH : H.IsHermitian) (hK : K.IsHermitian) {u : m → ℂ} {v : n → ℂ}
    (hu : star u ⬝ᵥ u = 1) (hv : star v ⬝ᵥ v = 1) :
    centralMoment 4 (total H K) (prodState u v) = centralMoment 4 H u + centralMoment 4 K v ↔
      H *ᵥ u = expect H u • u ∨ K *ᵥ v = expect K v • v := by
  rw [(third_fourth_moment_and_cumulant H K hu hv).2.1, ← variance_eq_zero_iff hH,
    ← variance_eq_zero_iff hK, ← mul_eq_zero]
  constructor
  · intro h
    linear_combination h / 6
  · intro h
    linear_combination 6 * h

end

end SizeConsistentCumulants
```

```lean
#print axioms SizeConsistentCumulants.third_fourth_moment_and_cumulant
-- 'SizeConsistentCumulants.third_fourth_moment_and_cumulant' depends on axioms: [propext, Classical.choice, Quot.sound]
#print axioms SizeConsistentCumulants.centralMoment_real
-- 'SizeConsistentCumulants.centralMoment_real' depends on axioms: [propext, Classical.choice, Quot.sound]
#print axioms SizeConsistentCumulants.fourth_moment_additive_iff
-- 'SizeConsistentCumulants.fourth_moment_additive_iff' depends on axioms: [propext, Classical.choice, Quot.sound]
```
